# The Born series on a line converges when a continuous potential on [a,b] has ∫|V| below the wave number

A scattering state is modelled here as a continuous wave on the whole line that solves the Lippmann–Schwinger integral equation. The outgoing boundary condition sits in the kernel, and the passage from the Schrödinger equation is taken as given. In units \(\hbar=m=1\), the kernel \(e^{ik|x-y|}/(ik)\) belongs to \(-\tfrac12\psi''+V\psi=\tfrac12k^2\psi\), with no potential outside \([a,b]\).

```lean
import Mathlib

open Set Filter Topology

namespace BornSeriesOnTheLine

noncomputable section
```

The incident wave is \(e^{iks}\) at position \(s\).

```lean
/-- The plane wave `exp(iks)` of wave number `k`. -/
def planeWave (k s : ℝ) : ℂ := Complex.exp (Complex.I * k * s)
```

One scattering, `scatter`, is the operator
\[
(K\psi)(x)=\int_a^b \frac{e^{ik|x-y|}}{ik}V(y)\psi(y)\,dy .
\]

```lean
/-- One scattering of the wave `ψ` by the potential `V` on `[a,b]`, with the outgoing kernel
`exp(ik|x-y|)/(ik)`, for `k > 0`. -/
def scatter (k a b : ℝ) (V ψ : ℝ → ℂ) (x : ℝ) : ℂ :=
  ∫ y in a..b, planeWave k |x - y| * V y * ψ y / (Complex.I * k)
```

The strength is \(I=\int_a^b|V|\); write \(q=I/k\).

```lean
/-- The integrated strength of the potential, the integral of `|V|` over `[a,b]`. -/
def strength (a b : ℝ) (V : ℝ → ℂ) : ℝ := ∫ y in a..b, ‖V y‖
```

The Born terms are \(T_0=e^{ikx}\) and \(T_{n+1}=KT_n\).

```lean
/-- The Born term of order `n`: the incident plane wave scattered `n` times, for `k > 0`. -/
def bornTerm (k a b : ℝ) (V : ℝ → ℂ) : ℕ → ℝ → ℂ
  | 0 => planeWave k
  | n + 1 => scatter k a b V (bornTerm k a b V n)
```

The Born sum is \(S_n=T_0+\dots+T_n\), hence `range (n + 1)`.

```lean
/-- The Born sum through order `n`, for `k > 0`. -/
def bornSum (k a b : ℝ) (V : ℝ → ℂ) (n : ℕ) (x : ℝ) : ℂ :=
  ∑ j ∈ Finset.range (n + 1), bornTerm k a b V j x
```

`IsScatteringState` requires continuity and \(\psi=e^{ikx}+K\psi\) at every real \(x\).

```lean
/-- A continuous wave on the line that solves the Lippmann-Schwinger equation with an incident plane
wave, for `k > 0`. -/
def IsScatteringState (k a b : ℝ) (V ψ : ℝ → ℂ) : Prop :=
  Continuous ψ ∧ ∀ x, ψ x = planeWave k x + scatter k a b V ψ x
```

The reflection amplitude is \(r=\int_a^b e^{iky}V(y)\psi(y)/(ik)\,dy\).

```lean
/-- The amplitude of the wave that `ψ` sends back to the left of the potential, for `k > 0`. -/
def reflection (k a b : ℝ) (V ψ : ℝ → ℂ) : ℂ :=
  ∫ y in a..b, planeWave k y * V y * ψ y / (Complex.I * k)
```

Throughout, \(a\le b\), \(k>0\), and \(V\) is complex-valued and continuous on \([a,b]\) (`ContinuousOn V (Icc a b)`). It may jump to zero at the ends, as a square barrier does. Parts (h) to (j) also assume \(I<k\), a weak potential or a fast particle.

## (a) Modulus of the plane wave

Show that \(|e^{iks}|=1\) for real \(s\).

The modulus of an exponential is the exponential of the real part of its exponent, here zero. `Complex.norm_exp` supplies this rule.

```lean
variable {k a b : ℝ} {V ψ φ : ℝ → ℂ}

/-- A plane wave has modulus one everywhere. -/
theorem norm_planeWave (k s : ℝ) : ‖planeWave k s‖ = 1 := by
  unfold planeWave
  rw [Complex.norm_exp]
  simp
```

## (b) Integrability of the scattered wave

For \(\psi\) continuous on \([a,b]\), show that
\[
\int_a^b\left|\frac{e^{ik|x-y|}V(y)\psi(y)}{ik}\right|dy<\infty .
\]

The integrand is a product of functions continuous in \(y\) on a compact interval. The proof builds this product factor by factor.

```lean
/-- For a potential and a wave continuous on `[a,b]`, the scattering integrand is integrable. -/
theorem scatter_integrable (hab : a ≤ b) (hV : ContinuousOn V (Icc a b))
    (hψ : ContinuousOn ψ (Icc a b)) (x : ℝ) :
    IntervalIntegrable (fun y => planeWave k |x - y| * V y * ψ y / (Complex.I * k))
      MeasureTheory.volume a b := by
  have hP : Continuous fun y : ℝ => planeWave k |x - y| := by
    unfold planeWave
    fun_prop
  exact (((hP.continuousOn.mul hV).mul hψ).div_const _).intervalIntegrable_of_Icc hab
```

## (c) The bound for one scattering

If \(|\psi|\le M\) on \([a,b]\), show that \(|(K\psi)(x)|\le qM\) for every real \(x\).

By (a) the kernel has modulus \(1/k\), so
\[
|(K\psi)(x)|\le\int_a^b|V(y)|\frac Mk\,dy=\frac Ik M .
\]
In Lean, `h` is the inequality, and `integral_mul_const` takes out the constant.

```lean
/-- For `k > 0` and `V` continuous on `[a,b]`, one scattering multiplies a uniform bound on
the wave by at most the integral of `|V|` divided by `k`. -/
theorem scatter_norm_le (hk : 0 < k) (hab : a ≤ b) (hV : ContinuousOn V (Icc a b)) {M : ℝ}
    (hM : ∀ y ∈ Icc a b, ‖ψ y‖ ≤ M) (x : ℝ) :
    ‖scatter k a b V ψ x‖ ≤ strength a b V / k * M := by
  have hg : IntervalIntegrable (fun y => ‖V y‖ * (M / k)) MeasureTheory.volume a b :=
    (hV.norm.mul continuousOn_const).intervalIntegrable_of_Icc hab
  have h : ‖scatter k a b V ψ x‖ ≤ ∫ y in a..b, ‖V y‖ * (M / k) := by
    unfold scatter
    refine intervalIntegral.norm_integral_le_of_norm_le hab
      (Eventually.of_forall fun y hy => ?_) hg
    simp only [norm_div, norm_mul, norm_planeWave, Complex.norm_I, Complex.norm_real,
      Real.norm_of_nonneg hk.le, one_mul]
    rw [mul_div_assoc]
    gcongr
    exact hM y (Ioc_subset_Icc_self hy)
  rw [intervalIntegral.integral_mul_const] at h
  refine h.trans (le_of_eq ?_)
  unfold strength
  ring
```

## (d) Continuity of the scattered wave

For \(\psi\) continuous on \([a,b]\), show that \(\lim_{x\to x_0}(K\psi)(x)=(K\psi)(x_0)\) for every real \(x_0\).

The integrand is continuous in \(x\) and dominated by \(|V(y)||\psi(y)|/k\), which does not depend on \(x\). Dominated convergence gives the limit; the Lean `bound` is this function.

```lean
/-- For `k > 0` and a potential and a wave continuous on `[a,b]`, the scattered wave is
continuous on the whole line. -/
theorem scatter_continuous (hk : 0 < k) (hab : a ≤ b) (hV : ContinuousOn V (Icc a b))
    (hψ : ContinuousOn ψ (Icc a b)) : Continuous (scatter k a b V ψ) := by
  change Continuous fun x => ∫ y in a..b, planeWave k |x - y| * V y * ψ y / (Complex.I * k)
  refine intervalIntegral.continuous_of_dominated_interval
    (bound := fun y => ‖V y‖ * ‖ψ y‖ / k)
    (fun x => (intervalIntegrable_iff.mp
      (scatter_integrable hab hV hψ x)).aestronglyMeasurable)
    (fun x => Eventually.of_forall fun y _ => ?_)
    (((hV.norm.mul hψ.norm).div_const k).intervalIntegrable_of_Icc hab)
    (Eventually.of_forall fun y _ => ?_)
  · apply le_of_eq
    simp only [norm_div, norm_mul, norm_planeWave, Complex.norm_I, Complex.norm_real,
      Real.norm_of_nonneg hk.le, one_mul]
  · unfold planeWave
    fun_prop
```

## (e) Differences of waves

For \(\psi,\varphi\) continuous on \([a,b]\), show that \(K(\psi-\varphi)=K\psi-K\varphi\).

Both integrals exist by (b), so they may be subtracted under one integral sign.

```lean
/-- Scattering respects differences of waves continuous on `[a,b]`, for `V` continuous there. -/
theorem scatter_sub (hab : a ≤ b) (hV : ContinuousOn V (Icc a b))
    (hψ : ContinuousOn ψ (Icc a b)) (hφ : ContinuousOn φ (Icc a b)) (x : ℝ) :
    scatter k a b V (fun y => ψ y - φ y) x
      = scatter k a b V ψ x - scatter k a b V φ x := by
  unfold scatter
  rw [← intervalIntegral.integral_sub (scatter_integrable hab hV hψ x)
    (scatter_integrable hab hV hφ x)]
  congr 1
  ext y
  ring
```

## (f) Size of the Born terms

Show that \(T_n\) is continuous and \(|T_n(x)|\le q^n\).

For \(n=0\) this is (a). If it holds for \(n\), then (d) gives continuity of \(T_{n+1}=KT_n\), and (c) with \(M=q^n\) gives \(|T_{n+1}|\le q\,q^n\). The `induction` has these two cases.

```lean
/-- For `k > 0` and `V` continuous on `[a,b]`, the Born term of order `n` is continuous and
bounded by the `n`-th power of the integral of `|V|` divided by `k`. -/
theorem bornTerm_bound (hk : 0 < k) (hab : a ≤ b) (hV : ContinuousOn V (Icc a b)) (n : ℕ) :
    Continuous (bornTerm k a b V n) ∧
      ∀ x, ‖bornTerm k a b V n x‖ ≤ (strength a b V / k) ^ n := by
  induction n with
  | zero =>
    refine ⟨?_, fun x => by simp [bornTerm, norm_planeWave]⟩
    change Continuous fun s : ℝ => Complex.exp (Complex.I * k * s)
    fun_prop
  | succ n ih =>
    refine ⟨scatter_continuous hk hab hV ih.1.continuousOn, fun x => ?_⟩
    rw [pow_succ']
    exact scatter_norm_le hk hab hV (fun y _ => ih.2 y) x
```

## (g) Recursion of the Born sums

Show that \(S_n\) is continuous and \(S_{n+1}=e^{ikx}+KS_n\).

Continuity follows from (f). For \(n=0\), \(S_1=T_0+KT_0\) and \(S_0=T_0\). If the recursion holds for \(n\), then by (e)
\[
S_{n+2}=S_{n+1}+KT_{n+1}=e^{ikx}+KS_n+K(S_{n+1}-S_n)=e^{ikx}+KS_{n+1}.
\]
The final `linear_combination` adds these equalities.

```lean
/-- For `k > 0` and `V` continuous on `[a,b]`, each Born sum is continuous, and the next one
is the incident wave plus the scattering of the present one. -/
theorem bornSum_succ (hk : 0 < k) (hab : a ≤ b) (hV : ContinuousOn V (Icc a b)) (n : ℕ) :
    Continuous (bornSum k a b V n) ∧ ∀ x,
      bornSum k a b V (n + 1) x = planeWave k x + scatter k a b V (bornSum k a b V n) x := by
  have hc : ∀ m, Continuous (bornSum k a b V m) := fun m => by
    change Continuous fun x => ∑ j ∈ Finset.range (m + 1), bornTerm k a b V j x
    exact continuous_finsetSum _ fun j _ => (bornTerm_bound hk hab hV j).1
  have hstep : ∀ m x, bornSum k a b V (m + 1) x
      = bornSum k a b V m x + bornTerm k a b V (m + 1) x :=
    fun m x => Finset.sum_range_succ _ _
  refine ⟨hc n, fun x => ?_⟩
  induction n with
  | zero =>
    have h0 : bornSum k a b V 0 = planeWave k := by
      funext y
      simp [bornSum, bornTerm]
    rw [hstep, h0]
    rfl
  | succ n ih =>
    have hd : (fun y => bornSum k a b V (n + 1) y - bornSum k a b V n y)
        = bornTerm k a b V (n + 1) := by
      funext y
      rw [hstep]
      ring
    have h := scatter_sub (k := k) hab hV (hc (n + 1)).continuousOn (hc n).continuousOn x
    rw [hd] at h
    have ht : bornTerm k a b V (n + 1 + 1) x
        = scatter k a b V (bornTerm k a b V (n + 1)) x := rfl
    linear_combination hstep (n + 1) x + ih + ht + h
```

## (h) Uniqueness on the interval

Let \(\psi,\varphi\) be continuous on \([a,b]\) and solve the equation there. Show that \(\psi=\varphi\) on \([a,b]\).

Let \(|\psi-\varphi|\) attain its maximum \(M\) at \(z\). Subtracting the equations and using (e) and (c),
\[
M=|K(\psi-\varphi)(z)|\le qM .
\]
Since \(q<1\), \(M=0\). Compactness supplies `z`, and `nlinarith` does the last step.

```lean
/-- If `V` is continuous on `[a,b]` and the integral of `|V|` is below `k`, two waves that are
continuous on `[a,b]` and solve the Lippmann-Schwinger equation there agree there. -/
theorem unique_on_interval (hab : a ≤ b) (hV : ContinuousOn V (Icc a b))
    (hk : strength a b V < k) (hψ : ContinuousOn ψ (Icc a b)) (hφ : ContinuousOn φ (Icc a b))
    (eψ : ∀ x ∈ Icc a b, ψ x = planeWave k x + scatter k a b V ψ x)
    (eφ : ∀ x ∈ Icc a b, φ x = planeWave k x + scatter k a b V φ x) :
    ∀ x ∈ Icc a b, ψ x = φ x := by
  have hI : 0 ≤ strength a b V :=
    intervalIntegral.integral_nonneg hab fun y _ => norm_nonneg _
  have hk0 : 0 < k := hI.trans_lt hk
  have hq : strength a b V / k < 1 := (div_lt_one hk0).2 hk
  -- the difference is largest at some point z of the interval
  obtain ⟨z, hz, hmax⟩ :=
    isCompact_Icc.exists_isMaxOn (nonempty_Icc.2 hab) (hψ.sub hφ).norm
  have hM : ∀ y ∈ Icc a b, ‖ψ y - φ y‖ ≤ ‖ψ z - φ z‖ := fun y hy => hmax hy
  have h1 := scatter_norm_le (ψ := fun y => ψ y - φ y) hk0 hab hV hM z
  have h2 : scatter k a b V ψ z - scatter k a b V φ z = ψ z - φ z := by
    linear_combination eφ z hz - eψ z hz
  rw [scatter_sub hab hV hψ hφ, h2] at h1
  have h0 : ‖ψ z - φ z‖ ≤ 0 := by nlinarith [norm_nonneg (ψ z - φ z)]
  exact fun x hx => sub_eq_zero.1 (norm_le_zero_iff.1 ((hM x hx).trans h0))
```

## (i) The scattering state and its Born error

Show that exactly one scattering state \(\psi\) exists, and that for all \(n\) and real \(x\)
\[
|\psi(x)-S_n(x)|\le\frac{q^{n+1}}{1-q}.
\]

By (f), \(\sum_n T_n\) is dominated by \(\sum_n q^n\), so it converges uniformly to a continuous \(\psi\) (`hψc`). The tail gives the error (`herr`):
\[
|\psi-S_n|\le\sum_{j>n}q^j=\frac{q^{n+1}}{1-q}.
\]
By (g), (e) and (c),
\[
|S_{n+1}-e^{ikx}-K\psi|=|K(S_n-\psi)|\le q\,\frac{q^{n+1}}{1-q}\to0,
\]
so \(\psi\) solves the equation (`hfix`). Another scattering state agrees with \(\psi\) on \([a,b]\) by (h). As \(K\) reads only values there, the equation makes them equal everywhere (`hun`).

```lean
/-- If `V` is continuous on `[a,b]` and its integrated strength `I` is below `k`, there is
exactly one scattering state, and its Born sum through order `n` errs at every point by at most
`(I/k)^(n+1)/(1-I/k)`. -/
theorem born_series_error (hab : a ≤ b) (hV : ContinuousOn V (Icc a b))
    (hk : strength a b V < k) :
    (∃! ψ, IsScatteringState k a b V ψ) ∧
      ∀ ψ, IsScatteringState k a b V ψ → ∀ n x, ‖ψ x - bornSum k a b V n x‖
        ≤ (strength a b V / k) ^ (n + 1) / (1 - strength a b V / k) := by
  have hI : 0 ≤ strength a b V :=
    intervalIntegral.integral_nonneg hab fun y _ => norm_nonneg _
  have hk0 : 0 < k := hI.trans_lt hk
  have hb := fun n => bornTerm_bound hk0 hab hV n
  have hs := fun n => bornSum_succ hk0 hab hV n
  set q := strength a b V / k
  have hq0 : 0 ≤ q := div_nonneg hI hk0.le
  have hq1 : q < 1 := (div_lt_one hk0).2 hk
  have hsum : Summable fun n : ℕ => q ^ n := summable_geometric_of_lt_one hq0 hq1
  -- the candidate is the full Born series
  obtain ⟨ψ, hψ⟩ : ∃ ψ : ℝ → ℂ, ψ = fun x => ∑' n, bornTerm k a b V n x := ⟨_, rfl⟩
  have hψc : Continuous ψ := by
    rw [hψ]
    exact continuous_tsum (fun n => (hb n).1) hsum fun n x => (hb n).2 x
  have hlim : ∀ x, Tendsto (fun n => bornSum k a b V n x) atTop (𝓝 (ψ x)) := fun x => by
    rw [hψ]
    have h : Summable fun n => bornTerm k a b V n x :=
      Summable.of_norm_bounded (g := fun n : ℕ => q ^ n) hsum fun n => (hb n).2 x
    exact h.hasSum.tendsto_sum_nat.comp (tendsto_add_atTop_nat 1)
  -- the geometric tail bounds the error
  have herr : ∀ n x, ‖ψ x - bornSum k a b V n x‖ ≤ q ^ (n + 1) / (1 - q) := fun n x => by
    have hd : ∀ m, dist (bornSum k a b V m x) (bornSum k a b V (m + 1) x) ≤ q * q ^ m := by
      intro m
      have e : bornSum k a b V (m + 1) x - bornSum k a b V m x
          = bornTerm k a b V (m + 1) x := by
        unfold bornSum
        rw [Finset.sum_range_succ _ (m + 1)]
        ring
      rw [dist_comm, dist_eq_norm, e, ← pow_succ']
      exact (hb (m + 1)).2 x
    have h : dist (bornSum k a b V n x) (ψ x) ≤ q * q ^ n / (1 - q) :=
      dist_le_of_le_geometric_of_tendsto q q hq1 hd (hlim x) n
    rwa [dist_comm, dist_eq_norm, ← pow_succ'] at h
  -- the recursion of the Born sums passes to the limit
  have hfix : ∀ x, ψ x = planeWave k x + scatter k a b V ψ x := fun x => by
    have h1 : Tendsto (fun n => bornSum k a b V (n + 1) x) atTop (𝓝 (ψ x)) :=
      (hlim x).comp (tendsto_add_atTop_nat 1)
    refine tendsto_nhds_unique h1 ?_
    rw [tendsto_iff_norm_sub_tendsto_zero]
    refine squeeze_zero (g := fun n : ℕ => q * (q ^ (n + 1) / (1 - q)))
      (fun _ => norm_nonneg _) (fun n => ?_) ?_
    · rw [(hs n).2 x, add_sub_add_left_eq_sub,
        ← scatter_sub hab hV (hs n).1.continuousOn hψc.continuousOn]
      exact scatter_norm_le hk0 hab hV
        (fun y _ => by rw [norm_sub_rev]; exact herr n y) x
    · have h : Tendsto (fun n : ℕ => q ^ (n + 1)) atTop (𝓝 0) :=
        (tendsto_pow_atTop_nhds_zero_of_lt_one hq0 hq1).comp (tendsto_add_atTop_nat 1)
      have h' := (h.div_const (1 - q)).const_mul q
      rw [zero_div, mul_zero] at h'
      exact h'
  -- agreement on the interval spreads to the line through the equation
  have hun : ∀ φ, IsScatteringState k a b V φ → φ = ψ := fun φ hφ => by
    have heq := unique_on_interval hab hV hk hφ.1.continuousOn hψc.continuousOn
      (fun x _ => hφ.2 x) (fun x _ => hfix x)
    funext x
    rw [hφ.2 x, hfix x]
    congr 1
    unfold scatter
    refine intervalIntegral.integral_congr fun y hy => ?_
    rw [uIcc_of_le hab] at hy
    simp only [heq y hy]
  exact ⟨⟨ψ, ⟨hψc, hfix⟩, hun⟩, fun φ hφ n x => by rw [hun φ hφ]; exact herr n x⟩
```

## (j) Error of the first Born reflection amplitude

For a scattering state \(\psi\), show that \(\psi(x)=e^{ikx}+r\,e^{-ikx}\) for \(x\le a\), and that
\[
\left|r-\int_a^b\frac{e^{2iky}V(y)}{ik}\,dy\right|\le\frac{q^2}{1-q}.
\]

For \(x\le a\le y\), \(e^{ik|x-y|}=e^{iky}e^{-ikx}\), which gives the first claim (`hleft`). Call the integral \(r_1\); it is \(r\) with \(\psi\) replaced by \(e^{iky}\) (`hB`). The same factorisation gives \(S_1(a)=e^{ika}+r_1e^{-ika}\), so \(|r-r_1|=|\psi(a)-S_1(a)|\), and (i) with \(n=1\) finishes.

For one particle in one dimension with \(I<k\), this is an absolute error bar on the first Born amplitude; it says little about relative error where \(r_1\) is small.

```lean
/-- If `V` is continuous on `[a,b]` with integrated strength `I` below `k`, a scattering state
is, left of the potential, the incident wave plus a reflected one, whose amplitude differs from
the first Born value, the integral of `exp(2iky)V(y)/(ik)`, by at most `(I/k)^2/(1-I/k)`. -/
theorem born_reflection_error (hab : a ≤ b) (hV : ContinuousOn V (Icc a b))
    (hk : strength a b V < k) (hψ : IsScatteringState k a b V ψ) :
    (∀ x ≤ a, ψ x = planeWave k x + reflection k a b V ψ * planeWave k (-x)) ∧
      ‖reflection k a b V ψ - ∫ y in a..b, planeWave k (2 * y) * V y / (Complex.I * k)‖
        ≤ (strength a b V / k) ^ 2 / (1 - strength a b V / k) := by
  -- left of the potential |x - y| = y - x, so the kernel factorises
  have hleft : ∀ (χ : ℝ → ℂ) (x : ℝ), x ≤ a →
      scatter k a b V χ x = reflection k a b V χ * planeWave k (-x) := by
    intro χ x hx
    unfold scatter reflection
    rw [← intervalIntegral.integral_mul_const]
    refine intervalIntegral.integral_congr fun y hy => ?_
    rw [uIcc_of_le hab] at hy
    have h : planeWave k |x - y| = planeWave k y * planeWave k (-x) := by
      rw [abs_of_nonpos (by linarith [hy.1])]
      unfold planeWave
      rw [← Complex.exp_add]
      congr 1
      push_cast
      ring
    simp only [h]
    ring
  have hB : reflection k a b V (planeWave k)
      = ∫ y in a..b, planeWave k (2 * y) * V y / (Complex.I * k) := by
    unfold reflection
    refine intervalIntegral.integral_congr fun y _ => ?_
    have h : planeWave k (2 * y) = planeWave k y * planeWave k y := by
      unfold planeWave
      rw [← Complex.exp_add]
      congr 1
      push_cast
      ring
    simp only [h]
    ring
  refine ⟨fun x hx => by rw [← hleft ψ x hx]; exact hψ.2 x, ?_⟩
  -- compare the state with its first Born sum at the left edge
  have h := (born_series_error hab hV hk).2 ψ hψ 1 a
  have hS : bornSum k a b V 1 a = planeWave k a + scatter k a b V (planeWave k) a := by
    simp [bornSum, Finset.sum_range_succ, bornTerm]
  rw [hS, hψ.2 a, hleft ψ a le_rfl, hleft (planeWave k) a le_rfl, add_sub_add_left_eq_sub,
    ← sub_mul, norm_mul, norm_planeWave, mul_one] at h
  rw [← hB]
  exact h

end

end BornSeriesOnTheLine
```

```lean
#print axioms BornSeriesOnTheLine.born_reflection_error
```

```
'BornSeriesOnTheLine.born_reflection_error' depends on axioms: [propext, Classical.choice, Quot.sound]
```
